# In the CPA with vacancies, a semicircular band narrows as $\sqrt c$

## Fewer neighbours, so why not a width of $cD$?

Let $c$ be the concentration of atoms on a lattice whose other sites are vacant, and let $D>0$ be the half-width of the semicircular band of the full lattice. The atomic level is the zero of energy, and $G$ is the retarded site Green function averaged over atoms and vacancies, so $\operatorname{Im}G<0$ inside a band. The coherent potential approximation (CPA) is said to give

$$G=\frac{c}{E-D^2G/4}.$$

An atom has on average a fraction $c$ of its former neighbours, so I expected the half-width to become $cD$. I am told that it is $D\sqrt c$. Where does the root come from, and does the density of states still count the atoms correctly?

## The band edge at $D\sqrt c$ and the weight $c$

For a given hopping, the number of neighbours sets the mean square of the energy in an atom's local density of states, measured from the atomic level. Randomly placed vacancies multiply this second moment by $c$ on average. If the band keeps its shape, its width is then multiplied by $\sqrt c$. In the CPA a semicircular band does keep its shape, as the solution below shows.

**From the vacancy to the equation.** Let the medium have self-energy $S$ and $G\neq0$. A site with level $v$ has the t-matrix

$$t_v=\frac{v-S}{1-(v-S)G}.$$

A vacancy is a site that no electron can enter, so $v\to\infty$. With $w=1/v$,

$$t_v=\frac{1-Sw}{w-(1-Sw)G}\to-\frac1G .$$

An atom has $t_0=-S/(1+SG)$. The average t-matrix must vanish:

$$-\frac{cS}{1+SG}-\frac{1-c}{G}=0 .$$

Multiplying by $G(1+SG)$ gives $-cSG=(1-c)(1+SG)$, so $SG=-(1-c)$. The Dyson equation of the medium at energy $z$ is $G(z-S-D^2G/4)=1$. Therefore $G(z-D^2G/4)=1+SG=c$, which is your equation.

**Solving at real energy.** Write $G=x+iy$ with $y<0$. The denominator $E-D^2G/4$ has imaginary part $-D^2y/4\neq0$, so we may multiply by it. The real and imaginary parts are

$$xE-\tfrac{D^2}{4}(x^2-y^2)=c,\qquad y\left(E-\tfrac{D^2}{2}x\right)=0 .$$

Since $y\ne0$, $x=2E/D^2$. Inserting this in the first equation gives

$$\left(\tfrac{D^2y}{2}\right)^2=cD^2-E^2 .$$

The left side is positive, so $|E|<D\sqrt c$, and then

$$G=\frac{2}{D^2}\left(E-i\sqrt{cD^2-E^2}\right).$$

Conversely, for $|E|<D\sqrt c$ this $G$ has $y<0$ and satisfies both equations: the second vanishes, and the first reads $E^2/D^2+(cD^2-E^2)/D^2=c$.

**Counting states.** The area under a semicircle of radius $R=D\sqrt c$ is $\pi R^2/2$, so

$$\int_{-R}^{R}\left(-\frac{\operatorname{Im}G}{\pi}\right)dE=\frac{2}{\pi D^2}\cdot\frac{\pi cD^2}{2}=c .$$

There is one state per atom, for each spin. At $E=cD$, where your linear band would end, a solution still exists for $0<c<1$, because $c<\sqrt c$.

**A tempting relaxation of the sign condition.** If $\operatorname{Im}G<0$ is weakened to $\operatorname{Im}G\le0$, the band criterion becomes false. For $|E|\ge D\sqrt c$ the quadratic equation has the real solutions $2(E\pm\sqrt{E^2-cD^2})/D^2$, so some solution would exist at every real energy.

**What the Lean statements say.** `siteT v S G` is the t-matrix, and `IsVacancyGreen c D E G` combines the equation at real `E` with the strict sign condition. `bandGreen` is the closed form.

- `siteT_tendsto_vacancy` takes the limit at fixed `S` and `G`. It does not follow the self-consistent solution as $v$ grows.
- `cpa_condition_iff` is the equivalence between the CPA conditions and the reduced equation, at complex `z`. It requires `1 + S * G ≠ 0`, because Lean sets division by zero to zero and would otherwise admit a spurious $S=-1/G$ at $c=1$.
- `isVacancyGreen_iff` gives the band and the unique solution; `exists_vacancyGreen_iff` keeps only the existence criterion.
- `density_integral` holds for any function `G` that satisfies `IsVacancyGreen`, sign condition included, throughout the open band.
- `exists_vacancyGreen_at_linear_edge` is the comparison with $cD$.

Only the last theorem assumes $c<1$; none of the others asks more of the concentration than $c>0$, although $c\le1$ is the physical range. The term $D^2G/4$ in the Dyson equation is assumed: it stands for the coupling of a site to its surroundings in a semicircular band. The model has non-interacting electrons, one level per site and no correlation between vacancy positions. Within these limits, the closed form offers a reference for a CPA program in the limit of a very high impurity level.

```lean
import Mathlib

open Filter Topology

namespace VacancyCPA

noncomputable section

/-- The t-matrix of a single site with level `v` in an effective medium with self-energy `S`
and site Green function `G`, defined where `(v - S) * G ≠ 1`. -/
def siteT (v S G : ℂ) : ℂ := (v - S) / (1 - (v - S) * G)

/-- `G` solves the CPA equation for atoms at concentration `c` among vacancies, with a semicircular
full-lattice band of half-width `D`, at the real energy `E`, and has negative imaginary part. -/
def IsVacancyGreen (c D E : ℝ) (G : ℂ) : Prop :=
  G.im < 0 ∧ G = c / (E - D ^ 2 * G / 4)

/-- The closed form `2 (E - i √(c D² - E²)) / D²` of the Green function inside the band,
for `D ≠ 0` and `E² ≤ c D²`. -/
def bandGreen (c D E : ℝ) : ℂ :=
  2 * (E - Complex.I * (√(c * D ^ 2 - E ^ 2) : ℝ)) / D ^ 2

/-- When the level of a site is pushed to infinity, its t-matrix tends to `-1/G`,
for a medium with `G ≠ 0`. -/
theorem siteT_tendsto_vacancy (S G : ℂ) (hG : G ≠ 0) :
    Tendsto (fun v : ℝ => siteT v S G) atTop (𝓝 (-1 / G)) := by
  have hw : Tendsto (fun v : ℝ => ((v⁻¹ : ℝ) : ℂ)) atTop (𝓝 0) := by
    have h := (Complex.continuous_ofReal.tendsto 0).comp
      (tendsto_inv_atTop_zero (𝕜 := ℝ))
    rw [Complex.ofReal_zero] at h
    exact h
  -- in the variable w = 1/v the t-matrix is continuous at w = 0
  have hf : ContinuousAt (fun w : ℂ => (1 - S * w) / (w - (1 - S * w) * G)) 0 := by
    apply ContinuousAt.div
    · fun_prop
    · fun_prop
    · simpa using hG
  have h := hf.tendsto.comp hw
  have h0 : (1 - S * 0) / (0 - (1 - S * 0) * G) = -1 / G := by
    rw [show (0 : ℂ) - (1 - S * 0) * G = -G by ring, mul_zero, sub_zero, div_neg, neg_div]
  rw [h0] at h
  refine h.congr' ?_
  filter_upwards [eventually_gt_atTop (0 : ℝ)] with v hv
  have hv' : (v : ℂ) ≠ 0 := by exact_mod_cast hv.ne'
  have hi : (v : ℂ) * (v : ℂ)⁻¹ = 1 := mul_inv_cancel₀ hv'
  simp only [Function.comp_apply, siteT, Complex.ofReal_inv]
  rw [← mul_div_mul_right ((v : ℂ) - S) (1 - ((v : ℂ) - S) * G) (inv_ne_zero hv')]
  congr 1
  · linear_combination -hi
  · linear_combination G * hi

/-- For `c > 0` and `G ≠ 0`, the Dyson equation of the medium together with a vanishing average
t-matrix (atoms at level zero with `1 + S G ≠ 0`, vacancies with t-matrix `-1/G`) holds exactly when
the self-energy is `-(1-c)/G` and `G = c/(z - D² G/4)`. -/
theorem cpa_condition_iff (c D : ℝ) (hc : 0 < c) (z S G : ℂ) (hG : G ≠ 0) :
    (G * (z - S - D ^ 2 * G / 4) = 1 ∧ 1 + S * G ≠ 0 ∧
      c * siteT 0 S G + (1 - c) * (-1 / G) = 0) ↔
    (S = -(1 - c) / G ∧ G = c / (z - D ^ 2 * G / 4)) := by
  have hc' : (c : ℂ) ≠ 0 := by exact_mod_cast hc.ne'
  constructor
  · rintro ⟨h1, h2, h3⟩
    have hd : 1 - (0 - S) * G ≠ 0 := by
      intro h
      apply h2
      linear_combination h
    have e1 : siteT 0 S G * (1 - (0 - S) * G) = 0 - S := div_mul_cancel₀ _ hd
    have e2 : -1 / G * G = -1 := div_mul_cancel₀ _ hG
    generalize siteT 0 S G = t at h3 e1
    generalize -1 / G = u at h3 e2
    -- clearing denominators in the averaged t-matrix fixes S G
    have key : S * G + (1 - c) = 0 := by
      linear_combination (-(1 - (0 - S) * G) * G) * h3 + c * G * e1
        + (1 - c) * (1 - (0 - S) * G) * e2
    have hq : G * (z - D ^ 2 * G / 4) = c := by linear_combination h1 + key
    have hden : z - D ^ 2 * G / 4 ≠ 0 := by
      intro h
      rw [h, mul_zero] at hq
      exact hc' hq.symm
    exact ⟨(eq_div_iff hG).mpr (by linear_combination key), (eq_div_iff hden).mpr hq⟩
  · rintro ⟨hs, hg⟩
    have hden : z - D ^ 2 * G / 4 ≠ 0 := by
      intro h
      rw [h, div_zero] at hg
      exact hG hg
    have hq : G * (z - D ^ 2 * G / 4) = c := (eq_div_iff hden).mp hg
    have key : S * G = -(1 - c) := (eq_div_iff hG).mp hs
    refine ⟨by linear_combination hq - key, ?_, ?_⟩
    · rw [show 1 + S * G = c by linear_combination key]
      exact hc'
    · have e : (c : ℂ) * ((0 - S) / c) = 0 - S := by field_simp
      unfold siteT
      rw [show 1 - (0 - S) * G = c by linear_combination key, e, hs]
      ring

/-- Real and imaginary parts of the quadratic equation `G (E - D² G/4) = c` at real energy. -/
theorem quadratic_parts (c D E : ℝ) (G : ℂ) :
    G * (E - D ^ 2 * G / 4) = c ↔
      G.re * E - D ^ 2 / 4 * (G.re ^ 2 - G.im ^ 2) = c ∧
      G.im * (E - D ^ 2 / 2 * G.re) = 0 := by
  rw [show (D : ℂ) ^ 2 * G / 4 = ((D ^ 2 / 4 : ℝ) : ℂ) * G by push_cast; ring,
    Complex.ext_iff]
  simp only [Complex.mul_re, Complex.mul_im, Complex.sub_re, Complex.sub_im,
    Complex.ofReal_re, Complex.ofReal_im]
  constructor
  · rintro ⟨h1, h2⟩
    exact ⟨by linear_combination h1, by linear_combination h2⟩
  · rintro ⟨h1, h2⟩
    exact ⟨by linear_combination h1, by linear_combination h2⟩

/-- Real and imaginary parts of the closed form of the Green function. -/
theorem bandGreen_parts (c D E : ℝ) :
    (bandGreen c D E).re = 2 * E / D ^ 2 ∧
    (bandGreen c D E).im = -2 * √(c * D ^ 2 - E ^ 2) / D ^ 2 := by
  have h : bandGreen c D E = ((2 * E / D ^ 2 : ℝ) : ℂ)
      + ((-2 * √(c * D ^ 2 - E ^ 2) / D ^ 2 : ℝ) : ℂ) * Complex.I := by
    unfold bandGreen
    push_cast
    ring
  rw [h]
  simp only [Complex.add_re, Complex.add_im, Complex.mul_re, Complex.mul_im,
    Complex.ofReal_re, Complex.ofReal_im, Complex.I_re, Complex.I_im]
  constructor <;> ring

/-- For `c, D > 0`, a number `G` with `Im G < 0` solves the vacancy CPA equation at real `E`
exactly when `|E| < D √c` and `G` is the closed form `bandGreen`. -/
theorem isVacancyGreen_iff (c D E : ℝ) (hc : 0 < c) (hD : 0 < D) (G : ℂ) :
    IsVacancyGreen c D E G ↔ |E| < D * √c ∧ G = bandGreen c D E := by
  have hD2 : D ^ 2 ≠ 0 := by positivity
  have hR : 0 < D * √c := mul_pos hD (Real.sqrt_pos.mpr hc)
  have hband : |E| < D * √c ↔ E ^ 2 < c * D ^ 2 := by
    rw [show c * D ^ 2 = (D * √c) ^ 2 by rw [mul_pow, Real.sq_sqrt hc.le]; ring,
      sq_lt_sq, abs_of_pos hR]
  -- a negative imaginary part keeps the denominator away from zero
  have hden : G.im < 0 → (E : ℂ) - D ^ 2 * G / 4 ≠ 0 := by
    intro him h
    have hq := (quadratic_parts 0 D E G).mp (by rw [h, mul_zero, Complex.ofReal_zero])
    have hx : E - D ^ 2 / 2 * G.re = 0 := (mul_eq_zero.mp hq.2).resolve_left him.ne
    have hpos : 0 < (D ^ 2 * G.im) ^ 2 := by
      have := him.ne
      positivity
    nlinarith [hq.1, sq_nonneg E,
      show E ^ 2 + (D ^ 2 * G.im) ^ 2 / 4 = 0 by
        linear_combination D ^ 2 * hq.1 + (E - D ^ 2 / 2 * G.re) * hx]
  obtain ⟨hre, him'⟩ := bandGreen_parts c D E
  constructor
  · rintro ⟨him, hg⟩
    obtain ⟨h1, h2⟩ := (quadratic_parts c D E G).mp ((eq_div_iff (hden him)).mp hg)
    have hx : E - D ^ 2 / 2 * G.re = 0 := (mul_eq_zero.mp h2).resolve_left him.ne
    have hy : c * D ^ 2 - E ^ 2 = (-(D ^ 2 * G.im) / 2) ^ 2 := by
      linear_combination (-D ^ 2) * h1 - (E - D ^ 2 / 2 * G.re) * hx
    have hp : 0 < -(D ^ 2 * G.im) / 2 := by
      have : 0 < D ^ 2 * (-G.im) := mul_pos (by positivity) (by linarith)
      linarith
    refine ⟨hband.mpr (by nlinarith [pow_pos hp 2]), Complex.ext ?_ ?_⟩
    · rw [hre, eq_div_iff hD2]
      linear_combination (-2) * hx
    · rw [him', hy, Real.sqrt_sq hp.le, eq_div_iff hD2]
      ring
  · rintro ⟨hE, rfl⟩
    have hpos : 0 < c * D ^ 2 - E ^ 2 := sub_pos.mpr (hband.mp hE)
    have hs := Real.sq_sqrt hpos.le
    have hs0 := Real.sqrt_pos.mpr hpos
    have him : (bandGreen c D E).im < 0 := by
      rw [him']
      exact div_neg_of_neg_of_pos (by linarith) (by positivity)
    refine ⟨him, (eq_div_iff (hden him)).mpr ((quadratic_parts c D E _).mpr ?_)⟩
    rw [eq_div_iff hD2] at hre him'
    constructor
    · apply mul_left_cancel₀ hD2
      linear_combination (E - (D ^ 2 * (bandGreen c D E).re + 2 * E) / 4) * hre
        + (D ^ 2 * (bandGreen c D E).im - 2 * √(c * D ^ 2 - E ^ 2)) / 4 * him' + hs
    · linear_combination (-(bandGreen c D E).im / 2) * hre

/-- For `c, D > 0`, the vacancy CPA equation has a solution with `Im G < 0` at the real energy
`E` if and only if `|E| < D √c`. -/
theorem exists_vacancyGreen_iff (c D E : ℝ) (hc : 0 < c) (hD : 0 < D) :
    (∃ G, IsVacancyGreen c D E G) ↔ |E| < D * √c := by
  constructor
  · rintro ⟨G, hG⟩
    exact ((isVacancyGreen_iff c D E hc hD G).mp hG).1
  · intro hE
    exact ⟨_, (isVacancyGreen_iff c D E hc hD _).mpr ⟨hE, rfl⟩⟩

/-- The area under a semicircle of radius `R > 0` is `π R² / 2`. -/
theorem semicircle_area (R : ℝ) (hR : 0 < R) :
    ∫ x in (-R)..R, √(R ^ 2 - x ^ 2) = Real.pi * R ^ 2 / 2 := by
  have h := intervalIntegral.smul_integral_comp_mul_left (a := -1) (b := 1)
    (fun x : ℝ => √(R ^ 2 - x ^ 2)) R
  have h2 : ∀ x : ℝ, √(R ^ 2 - (R * x) ^ 2) = R * √(1 - x ^ 2) := by
    intro x
    rw [show R ^ 2 - (R * x) ^ 2 = R ^ 2 * (1 - x ^ 2) by ring,
      Real.sqrt_mul (sq_nonneg R), Real.sqrt_sq hR.le]
  simp only [h2, intervalIntegral.integral_const_mul, integral_sqrt_one_sub_sq,
    smul_eq_mul, mul_neg, mul_one] at h
  rw [← h]
  ring

/-- For `c, D > 0`, if `G E` solves the vacancy CPA equation with `Im G < 0` at every energy
`|E| < D √c`, then the density of states `-Im G/π` integrates over this band to `c`. -/
theorem density_integral (c D : ℝ) (hc : 0 < c) (hD : 0 < D) (G : ℝ → ℂ)
    (hG : ∀ E, |E| < D * √c → IsVacancyGreen c D E (G E)) :
    ∫ E in Set.Ioo (-(D * √c)) (D * √c), -(G E).im / Real.pi = c := by
  have hR : 0 < D * √c := mul_pos hD (Real.sqrt_pos.mpr hc)
  have hsq : (D * √c) ^ 2 = c * D ^ 2 := by
    rw [mul_pow, Real.sq_sqrt hc.le]
    ring
  -- on the band the density is a constant times the semicircle of radius D √c
  have hcongr : Set.EqOn (fun E => -(G E).im / Real.pi)
      (fun E => 2 / (Real.pi * D ^ 2) * √((D * √c) ^ 2 - E ^ 2))
      (Set.Ioo (-(D * √c)) (D * √c)) := by
    intro E hE
    have h := ((isVacancyGreen_iff c D E hc hD _).mp (hG E (abs_lt.mpr hE))).2
    simp only [h, (bandGreen_parts c D E).2, hsq]
    field_simp
  rw [MeasureTheory.setIntegral_congr_fun measurableSet_Ioo hcongr,
    ← MeasureTheory.integral_Ioc_eq_integral_Ioo,
    ← intervalIntegral.integral_of_le (by linarith),
    intervalIntegral.integral_const_mul, semicircle_area _ hR, hsq]
  have hpi := Real.pi_ne_zero
  field_simp

/-- For `0 < c < 1` and `D > 0`, the vacancy CPA equation still has a solution with `Im G < 0`
at `E = c D`, the edge that a band narrowing linearly in `c` would have. -/
theorem exists_vacancyGreen_at_linear_edge (c D : ℝ) (hc : 0 < c) (hc1 : c < 1) (hD : 0 < D) :
    ∃ G, IsVacancyGreen c D (c * D) G := by
  rw [exists_vacancyGreen_iff c D _ hc hD, abs_of_pos (mul_pos hc hD), mul_comm c D]
  exact mul_lt_mul_of_pos_left ((Real.lt_sqrt hc.le).mpr (by nlinarith)) hD

end

end VacancyCPA
```

```lean
#print axioms VacancyCPA.siteT_tendsto_vacancy
#print axioms VacancyCPA.cpa_condition_iff
#print axioms VacancyCPA.density_integral
#print axioms VacancyCPA.exists_vacancyGreen_at_linear_edge
```

```
'VacancyCPA.siteT_tendsto_vacancy' depends on axioms: [propext, Classical.choice, Quot.sound]
'VacancyCPA.cpa_condition_iff' depends on axioms: [propext, Classical.choice, Quot.sound]
'VacancyCPA.density_integral' depends on axioms: [propext, Classical.choice, Quot.sound]
'VacancyCPA.exists_vacancyGreen_at_linear_edge' depends on axioms: [propext, Classical.choice, Quot.sound]
```

**The algebra in the proofs.** The limit is proved by continuity in $w=1/v$ at zero, then carried back to `siteT` for positive `v`. In `cpa_condition_iff`, `key` is the relation $SG+(1-c)=0$, and `hq` adds it to the Dyson equation.

`quadratic_parts` splits the complex equation into the two real ones. In `isVacancyGreen_iff`, `hden` excludes a zero denominator by using the same lemma with concentration zero: it would force $E^2+(D^2y)^2/4=0$, impossible for $y<0$. Next, `hx` is $E-D^2x/2=0$ and `hy` is the equation for $y^2$. The sign of $y$ selects the root through `Real.sqrt_sq`, and the reverse direction substitutes the closed form.

For the integral, `semicircle_area` rescales Mathlib's unit semicircle, and `hcongr` replaces the density by a semicircle on the band.

**A closer look at `linear_combination`.** This tactic proves an equation from a stated combination of known equations, leaving a polynomial identity for `ring` to verify. For `hy` the combination is `(-D ^ 2) * h1 - (E - D ^ 2 / 2 * G.re) * hx`. The first term multiplies the real part by $-D^2$; the second subtracts $(E-D^2x/2)^2$, which is zero. All terms in $x$ cancel, leaving $cD^2-E^2=(D^2y/2)^2$. The coefficients thus record a completed square.
